# The three-gamma contraction in $d$ dimensions

Put one gamma matrix between the two ends of a photon line, in two dimensions, with $g_0^2=g_1^2=1$ and $g_0g_1=-g_1g_0$. In Feynman gauge the two ends share an index, and the sum over it is

$$g_0g_0g_0+g_1g_0g_1=g_0-g_1g_1g_0=g_0-g_0=0 .$$

The gamma that matches the one in the middle contributes $+g_0$. The other has to change places with it and contributes $-g_0$.

Loop diagrams of QED need the same sum around longer products. In the one-loop vertex correction, two electron propagators and the external vertex put up to three gammas between the ends of the photon line. The task is to remove the summed pair and keep the dependence on the dimension $d$.

Write $g_0,\dots,g_{d-1}$ for the gammas, usually called $\gamma_\mu$, and let

$$g_mg_n+g_ng_m=2\eta_{mn},$$

where $\eta_{mn}$ is diagonal with entries $\eta_m=\pm1$. With the raised index $g^m=\eta_mg_m$, the result is

$$\sum_m g^m g_ag_bg_cg_m=-2g_cg_bg_a+(4-d)g_ag_bg_c .$$

It holds in any ring where $2x=0$ forces $x=0$. Real and complex matrices satisfy this condition, since there one can divide by two.

## Moving one gamma out of the sum

Let $C(X)=\sum_m\eta_mg_mXg_m$ for any ring element $X$. If the contracted product ends in $g_a$, exchange that gamma with the $g_m$ to its right:

$$\begin{aligned}
C(Xg_a)&=\sum_m\eta_mg_mX(2\eta_{am}-g_mg_a)\\
&=2\eta_a^2g_aX-C(X)g_a\\
&=2g_aX-C(X)g_a .
\end{aligned}$$

The two signs cancel because $\eta_a^2=1$.

The recursion starts from the empty product. Setting $m=n$ in the anticommutator gives $2g_m^2=2\eta_m$, hence $g_m^2=\eta_m$ by the condition on the ring. Each term of $C(1)$ is then $\eta_m^2=1$, so $C(1)=d$. The next two cases follow:

$$\begin{aligned}
C(g_a)&=2g_a-d\,g_a=-(d-2)g_a,\\
C(g_ag_b)&=2g_bg_a-(2-d)g_ag_b\\
&=4\eta_{ab}-(4-d)g_ag_b .
\end{aligned}$$

For three gammas, take the first form of $C(g_ag_b)$:

$$C(g_ag_bg_c)=2g_cg_ag_b-2g_bg_ag_c+(2-d)g_ag_bg_c .$$

The anticommutator $g_ag_b+g_bg_a=2\eta_{ab}$ is a number and commutes with $g_c$. Therefore

$$g_cg_ag_b+g_cg_bg_a=g_ag_bg_c+g_bg_ag_c,$$

which gives $2g_cg_ag_b-2g_bg_ag_c=2g_ag_bg_c-2g_cg_bg_a$. Substitution yields the stated formula.

## Counting signs in four dimensions

Take $d=4$ and the product $g_0g_1g_2$. For $m=0,1,2$, the gamma $g_m$ passes one copy of itself and two others, so the sign is $+1$. For $m=3$ it passes three others, and the sign is $-1$. Since $\eta_mg_m^2=1$, the total is

$$(1+1+1-1)\,g_0g_1g_2=2g_0g_1g_2 .$$

In the formula the term with $4-d$ vanishes. Reversing three distinct gammas takes three exchanges, so $g_2g_1g_0=-g_0g_1g_2$ and $-2g_2g_1g_0=2g_0g_1g_2$, in agreement with the count.

## The Clifford relation and the contraction in Lean

The gammas live in a ring `R`. Vector components live in a commutative ring `K`, for instance the real or complex numbers, over which `R` is an algebra. The dimension `d` is a natural number.

```lean
import Mathlib

open Finset

namespace GammaContraction

variable {R K : Type*} [Ring R] [CommRing K] [Algebra K R] {d : ℕ}
```

A function `η` lists the diagonal signs, and `metric` turns it into the two-index object $\eta_{mn}$. The values are integers and are mapped into the ring when needed.

```lean
/-- The diagonal metric `η_mn` with diagonal entries `η m`. -/
def metric (η : Fin d → ℤ) (m n : Fin d) : ℤ := if m = n then η m else 0
```

The structure `IsClifford` collects the two assumptions on the gammas: every diagonal entry is $1$ or $-1$, and the anticommutator is $2\eta_{mn}$. Any signature is allowed, so both common sign conventions for spacetime are included.

```lean
/-- The elements `g_m` obey `g_m g_n + g_n g_m = 2 η_mn` for a diagonal metric with
entries `1` or `-1`. -/
structure IsClifford (η : Fin d → ℤ) (g : Fin d → R) : Prop where
  sign : ∀ m, η m = 1 ∨ η m = -1
  anticomm : ∀ m n, g m * g n + g n * g m = 2 * (metric η m n : R)
```

The map $C$ is called `contract`. Its factor `η m` raises the index on the left-hand gamma.

```lean
/-- The contraction `g^m X g_m`, summed over `m`, with the raised index `g^m = η_mm g_m`. -/
def contract (η : Fin d → ℤ) (g : Fin d → R) (X : R) : R :=
  ∑ m, (η m : R) * g m * X * g m
```

A slashed vector is $\slashed p=\sum_mp_mg_m$. Since the gammas here carry lower indices, the numbers `p m` are the components that textbooks write as $p^\mu$, with the index up.

```lean
/-- The slashed vector: the sum of `p_m g_m` over `m`. -/
def slash (g : Fin d → R) (p : Fin d → K) : R := ∑ m, p m • g m
```

## Exchange rules for gammas and slashed vectors

The first theorem is the recursion $C(Xg_a)=2g_aX-C(X)g_a$. The step `key` treats one value of $m$ at a time. It replaces $g_ag_m$ by $2\eta_{am}-g_mg_a$ and separates $a=m$, where the two possible signs are checked, from $a\ne m$, where the metric term is zero. Summing over $m$ leaves a single term $2g_aX$. The condition on $2x=0$ is not used here.

```lean
/-- Moving the last gamma out of a contraction: `g^m X g_a g_m = 2 g_a X - (g^m X g_m) g_a`. -/
theorem contract_mul_gamma {η : Fin d → ℤ} {g : Fin d → R} (h : IsClifford η g)
    (X : R) (a : Fin d) :
    contract η g (X * g a) = 2 * (g a * X) - contract η g X * g a := by
  have key : ∀ m, (η m : R) * g m * (X * g a) * g m =
      (if a = m then 2 * (g a * X) else 0) - (η m : R) * g m * X * g m * g a := by
    intro m
    have e : g a * g m = 2 * (metric η a m : R) - g m * g a :=
      eq_sub_of_add_eq (h.anticomm a m)
    have e' : (η m : R) * g m * (X * g a) * g m = (η m : R) * g m * X * (g a * g m) := by
      simp only [mul_assoc]
    rw [e', e]
    by_cases ham : a = m
    · subst ham
      -- the two signs of the metric cancel
      rcases h.sign a with s | s
      · simp only [metric, ↓reduceIte, s, Int.cast_one]
        noncomm_ring
      · simp only [metric, ↓reduceIte, s, Int.cast_neg, Int.cast_one]
        noncomm_ring
    · simp only [metric, if_neg ham, Int.cast_zero, mul_zero, zero_sub, mul_neg, mul_assoc]
  unfold contract
  rw [Finset.sum_congr rfl (fun m _ => key m), Finset.sum_sub_distrib, Finset.sum_mul]
  simp only [Finset.sum_ite_eq, Finset.mem_univ, if_true]
```

Both sides are linear in the last factor, so the rule extends to a slashed vector. The step `lin` takes the components $p_a$ out of the contraction, after which the previous theorem applies to each term.

```lean
/-- Moving a slashed vector `p` out of a contraction, if the `g_m` obey the Clifford relation:
`g^m X p g_m = 2 p X - (g^m X g_m) p`. -/
theorem contract_mul_slash {η : Fin d → ℤ} {g : Fin d → R} (h : IsClifford η g)
    (X : R) (p : Fin d → K) :
    contract η g (X * slash g p) = 2 * (slash g p * X) - contract η g X * slash g p := by
  have lin : contract η g (X * slash g p) = ∑ a, p a • contract η g (X * g a) := by
    simp only [contract, slash, Finset.mul_sum, Finset.sum_mul, Finset.smul_sum,
      mul_smul_comm, smul_mul_assoc]
    rw [Finset.sum_comm]
  rw [lin]
  simp only [contract_mul_gamma h, slash, smul_sub, Finset.sum_sub_distrib, Finset.mul_sum,
    Finset.sum_mul, mul_smul_comm, smul_mul_assoc]
```

The next theorem states

$$\slashed p\slashed q+\slashed q\slashed p=2\sum_m\eta_mp_mq_m .$$

The map `algebraMap K R` places the scalar on the right in the ring as a multiple of the identity. In the proof both products become double sums with matching coefficients $p_aq_b$, the anticommutator is inserted, and only the terms with $a=b$ survive.

```lean
/-- If the `g_m` obey the Clifford relation, the anticommutator of two slashed vectors is twice
their scalar product in the metric. -/
theorem slash_anticomm {η : Fin d → ℤ} {g : Fin d → R} (h : IsClifford η g)
    (p q : Fin d → K) :
    slash g p * slash g q + slash g q * slash g p =
      algebraMap K R (2 * ∑ m, (η m : K) * p m * q m) := by
  have e1 : slash g p * slash g q = ∑ a, ∑ b, (p a * q b) • (g a * g b) := by
    simp only [slash, Finset.sum_mul_sum, smul_mul_smul_comm]
  have e2 : slash g q * slash g p = ∑ a, ∑ b, (p a * q b) • (g b * g a) := by
    unfold slash
    rw [Finset.sum_mul_sum, Finset.sum_comm]
    refine Finset.sum_congr rfl fun a _ => Finset.sum_congr rfl fun b _ => ?_
    rw [smul_mul_smul_comm, mul_comm (q b)]
  have two : algebraMap K R 2 = 2 := by
    have t := map_natCast (algebraMap K R) 2
    simpa only [Nat.cast_ofNat] using t
  rw [e1, e2, Finset.mul_sum, map_sum, ← Finset.sum_add_distrib]
  refine Finset.sum_congr rfl fun a _ => ?_
  rw [← Finset.sum_add_distrib]
  simp only [← smul_add, h.anticomm]
  -- only the diagonal of the metric survives
  rw [Finset.sum_eq_single a]
  · have c : 2 * (metric η a a : R) = algebraMap K R (2 * (η a : K)) := by
      rw [map_mul, map_intCast, two]
      simp only [metric, ↓reduceIte]
    rw [c, Algebra.smul_def, ← map_mul]
    congr 1
    ring
  · intro b _ hb
    simp [metric, Ne.symm hb]
  · intro ha
    exact absurd (Finset.mem_univ a) ha
```

## From the empty product to three and four vectors

The value $C(1)=d$ is where the condition on the ring enters, as the hypothesis `h2`. It is applied to $g_m^2-\eta_m$, whose double is zero by the anticommutator.

```lean
/-- If the `g_m` obey the Clifford relation and `2x = 0` forces `x = 0` in the ring, then
`g^m g_m = d`. -/
theorem contract_one {η : Fin d → ℤ} {g : Fin d → R} (h : IsClifford η g)
    (h2 : ∀ x : R, 2 * x = 0 → x = 0) : contract η g 1 = d := by
  have term : ∀ m, (η m : R) * g m * 1 * g m = 1 := by
    intro m
    have sq : g m * g m = (η m : R) := by
      have t := h.anticomm m m
      simp only [metric, ↓reduceIte] at t
      refine sub_eq_zero.1 (h2 _ ?_)
      rw [mul_sub, two_mul (g m * g m), t, sub_self]
    rw [mul_one, mul_assoc, sq]
    rcases h.sign m with s | s <;> simp [s]
  unfold contract
  rw [Finset.sum_congr rfl (fun m _ => term m)]
  simp
```

The main result is proved for three slashed vectors. The step `e1` is the one-vector case $C(\slashed p)=2\slashed p-d\slashed p$. The step `s` says that $\slashed p\slashed q+\slashed q\slashed p$ commutes with $\slashed r$. Two uses of the exchange rule, followed by `e1`, expand the left-hand side. It then differs from the right-hand side by $-2$ times the difference of the two sides of `s`, and `linear_combination` uses exactly this multiple.

The two-vector contraction is passed through on the way in its unsimplified form, and has no theorem of its own.

```lean
/-- Three slashed vectors between contracted gammas in `d` dimensions:
`g^m p q r g_m = -2 r q p + (4 - d) p q r`, if `2x = 0` forces `x = 0` in the algebra. -/
theorem contract_three_slash {η : Fin d → ℤ} {g : Fin d → R} (h : IsClifford η g)
    (h2 : ∀ x : R, 2 * x = 0 → x = 0) (p q r : Fin d → K) :
    contract η g (slash g p * slash g q * slash g r) =
      -2 * (slash g r * slash g q * slash g p)
        + (4 - (d : R)) * (slash g p * slash g q * slash g r) := by
  have e1 : contract η g (slash g p) = 2 * slash g p - d * slash g p := by
    have t := contract_mul_slash h 1 p
    rwa [one_mul, mul_one, contract_one h h2] at t
  -- the scalar product of p and q commutes with the third vector
  have s : (slash g p * slash g q + slash g q * slash g p) * slash g r =
      slash g r * (slash g p * slash g q + slash g q * slash g p) := by
    rw [slash_anticomm h]
    exact Algebra.commutes _ _
  rw [contract_mul_slash h, contract_mul_slash h, e1]
  linear_combination (norm := noncomm_ring) (-2 : R) * s
```

A basis gamma is the slash of a unit vector, written `Pi.single i 1`. With integer components, which act on every ring, the previous theorem gives the formula for $g_a$, $g_b$ and $g_c$. The indices may coincide; for $d=1$ they must, and both sides equal $g_0^3$.

```lean
/-- The three-gamma contraction `g^m g_a g_b g_c g_m = -2 g_c g_b g_a + (4 - d) g_a g_b g_c`,
in any ring where `2x = 0` forces `x = 0`. -/
theorem contract_three_gamma {η : Fin d → ℤ} {g : Fin d → R} (h : IsClifford η g)
    (h2 : ∀ x : R, 2 * x = 0 → x = 0) (a b c : Fin d) :
    contract η g (g a * g b * g c) =
      -2 * (g c * g b * g a) + (4 - (d : R)) * (g a * g b * g c) := by
  -- a basis gamma is the slashed unit vector
  have s : ∀ i, slash g (Pi.single i (1 : ℤ)) = g i := by
    intro i
    simp [slash, Pi.single_apply]
  have t := contract_three_slash h h2 (Pi.single a (1 : ℤ)) (Pi.single b (1 : ℤ))
    (Pi.single c (1 : ℤ))
  simpa only [s] using t
```

This identity simplifies the numerator of a one-loop QED diagram in Feynman gauge when $d$ is a positive integer. Dimensional regularisation takes a further step: it continues $d$ to non-integer values, where $d$ no longer counts a list of gammas. There the factor $4-d$ can multiply a pole $1/(4-d)$ and leave a finite contribution, so it has to be kept until the integral has been expanded.

One more use of the exchange rule gives four vectors:

$$\begin{aligned}
C(\slashed p\slashed q\slashed r\slashed s)
={}&2\slashed s\slashed p\slashed q\slashed r-C(\slashed p\slashed q\slashed r)\slashed s\\
={}&2(\slashed s\slashed p\slashed q\slashed r+\slashed r\slashed q\slashed p\slashed s)\\
&-(4-d)\slashed p\slashed q\slashed r\slashed s .
\end{aligned}$$

The Lean proof consists of these two substitutions and a rearrangement that respects the order of the factors.

```lean
/-- Four slashed vectors between contracted gammas in `d` dimensions:
`g^m p q r s g_m = 2 (s p q r + r q p s) - (4 - d) p q r s`, if `2x = 0` forces `x = 0` in the
algebra. -/
theorem contract_four_slash {η : Fin d → ℤ} {g : Fin d → R} (h : IsClifford η g)
    (h2 : ∀ x : R, 2 * x = 0 → x = 0) (p q r s : Fin d → K) :
    contract η g (slash g p * slash g q * slash g r * slash g s) =
      2 * (slash g s * slash g p * slash g q * slash g r
        + slash g r * slash g q * slash g p * slash g s)
        - (4 - (d : R)) * (slash g p * slash g q * slash g r * slash g s) := by
  rw [contract_mul_slash h, contract_three_slash h h2]
  noncomm_ring
```

## Integer gamma matrices for four-dimensional spacetime

A concrete set of gammas is given by four $4\times4$ matrices with entries $0$, $1$ and $-1$. The first squares to $-1$ and the other three to $+1$, so the metric is $(-1,1,1,1)$.

```lean
/-- Four real gamma matrices with integer entries. -/
def majorana : Fin 4 → Matrix (Fin 4) (Fin 4) ℤ :=
  ![!![0, 0, 0, 1; 0, 0, 1, 0; 0, -1, 0, 0; -1, 0, 0, 0],
    !![0, 0, 1, 0; 0, 0, 0, 1; 1, 0, 0, 0; 0, 1, 0, 0],
    !![1, 0, 0, 0; 0, 1, 0, 0; 0, 0, -1, 0; 0, 0, 0, -1],
    !![0, 0, 0, 1; 0, 0, -1, 0; 0, -1, 0, 0; 1, 0, 0, 0]]
```

The theorem below confirms that the contraction formulas apply to these matrices. All sixteen anticommutators are computed by `decide +kernel`. The condition on $2x=0$ is checked entry by entry, where it is a statement about integers.

```lean
/-- These matrices obey the Clifford relation for the metric `(-1, 1, 1, 1)`, and in their
matrix ring `2x = 0` forces `x = 0`. -/
theorem isClifford_witness : IsClifford ![-1, 1, 1, 1] majorana ∧
    ∀ x : Matrix (Fin 4) (Fin 4) ℤ, 2 * x = 0 → x = 0 := by
  have key : ∀ m n : Fin 4, majorana m * majorana n + majorana n * majorana m =
      (2 * metric ![-1, 1, 1, 1] m n) • (1 : Matrix (Fin 4) (Fin 4) ℤ) := by
    decide +kernel
  refine ⟨⟨by decide, fun m n => ?_⟩, fun x hx => ?_⟩
  · rw [key, zsmul_eq_mul, mul_one, Int.cast_mul, Int.cast_ofNat]
  · ext i j
    rw [two_mul] at hx
    have t := congrFun (congrFun hx i) j
    simp only [Matrix.add_apply, Matrix.zero_apply] at t ⊢
    omega
```

## Failure in the integers modulo two

Without the condition on the ring, the Clifford relation alone does not imply the formula. Work modulo $2$ with $d=2$, $g_0=1$, $g_1=0$ and both signs equal to $1$. Every anticommutator is $0$, and so is every $2\eta_{mn}$, which means that the relation holds. For the product $g_0g_0g_0=1$ the contraction is

$$1\cdot1\cdot1+0\cdot1\cdot0=1,$$

while the right-hand side of the formula is $-2+(4-2)=0$.

What goes wrong is that $g_1^2=0$ although $\eta_1=1$. The derivation uses the condition on the ring only to obtain $g_m^2=\eta_m$, so assuming these squares directly would serve as well. In the Lean statement the product $g_0g_0g_0$ appears as `1 * 1 * 1`, and each part is settled by finite computation.

```lean
/-- In the integers modulo 2, `g_0 = 1` and `g_1 = 0` obey the Clifford relation for the
metric `(1, 1)`, but the three-gamma formula fails for `g_0 g_0 g_0`. -/
theorem three_gamma_fails_mod_two :
    IsClifford ![1, 1] (![1, 0] : Fin 2 → ZMod 2) ∧
    contract ![1, 1] (![1, 0] : Fin 2 → ZMod 2) (1 * 1 * 1) ≠
      -2 * (1 * 1 * 1) + (4 - ((2 : ℕ) : ZMod 2)) * (1 * 1 * 1) := by
  refine ⟨⟨by decide, by decide +kernel⟩, by decide +kernel⟩

end GammaContraction
```

```lean
#print axioms GammaContraction.contract_three_gamma
-- 'GammaContraction.contract_three_gamma' depends on axioms: [propext, Classical.choice, Quot.sound]
#print axioms GammaContraction.contract_four_slash
-- 'GammaContraction.contract_four_slash' depends on axioms: [propext, Classical.choice, Quot.sound]
#print axioms GammaContraction.three_gamma_fails_mod_two
-- 'GammaContraction.three_gamma_fails_mod_two' depends on axioms: [propext, Classical.choice, Quot.sound]
```
